# For two or more orbitals, the Kanamori interaction is invariant under every orthogonal change of orbitals exactly when $U = U' + J + J'$

Two electrons in a partly filled shell repel each other with a strength that depends on which orbitals they occupy. The Kanamori form describes this with four energies: $U$ for two electrons in the same orbital, $U'$ for two different orbitals, $J$ for exchange of the orbitals, and $J'$ for the hopping of a pair from one orbital to another. In the $p$ shell of a free atom the directions of the axes are arbitrary, so the interaction should look the same after $p_x, p_y, p_z$ are rotated into one another. Which values of the four energies allow this?

Let $e_k$ be the real orbitals, labelled by a finite set `n`, and write $e_k e_l$ for the first particle in $e_k$ and the second in $e_l$. A change of orbitals is a real matrix $O$ with $OO^{T}=1$. It acts on both particles as $O\otimes O$, written `O ⊗ₖ O` in Lean, with entries $O_{ik}O_{jl}$ in row $(i,j)$ and column $(k,l)$.

```lean
import Mathlib

open Matrix
open scoped Kronecker

namespace KanamoriParameters
```

## The interaction and its three building blocks

The interaction $V$ acts by

$$V e_k e_k = U e_k e_k + J'\sum_{i\neq k} e_i e_i,\qquad V e_k e_l = U' e_k e_l + J e_l e_k \quad (k\neq l).$$

In the matrix, the column `q` is the initial pair $(k,l)$ and the row `p` the final pair $(i,j)$. The four energies are arbitrary real numbers. Keeping only these matrix elements, with the same four values for all orbitals, is the Kanamori assumption, and it enters through the definition.

```lean
/-- The Kanamori interaction on pairs of orbitals. It sends `e_k e_k` to `U e_k e_k` plus `J'`
times the sum of all other `e_i e_i`, and `e_k e_l` with `k ≠ l` to `U' e_k e_l + J e_l e_k`. -/
def kanamori (n : Type*) [DecidableEq n] (U U' J J' : ℝ) : Matrix (n × n) (n × n) ℝ :=
  Matrix.of fun p q =>
    if q.1 = q.2 then (if p.1 = p.2 then (if p.1 = q.1 then U else J') else 0)
    else if p.1 = q.1 ∧ p.2 = q.2 then U'
    else if p.1 = q.2 ∧ p.2 = q.1 then J else 0
```

The exchange operator $X$ swaps the orbitals, $X e_k e_l = e_l e_k$, and so leaves $e_k e_k$ alone.

```lean
/-- The exchange operator, which sends `e_k e_l` to `e_l e_k`. -/
def exchange (n : Type*) [DecidableEq n] : Matrix (n × n) (n × n) ℝ :=
  Matrix.of fun p q => if p.1 = q.2 ∧ p.2 = q.1 then 1 else 0
```

The operator $P$ sends each $e_k e_k$ to $\sum_i e_i e_i$ and annihilates $e_k e_l$ for $k\neq l$. Unlike the usual pair-hopping term, it includes the contribution $i=k$ in which the pair stays put.

```lean
/-- The pair-hopping operator, which sends every `e_k e_k` to the sum of all `e_i e_i`
and every `e_k e_l` with `k ≠ l` to zero. -/
def pairing (n : Type*) [DecidableEq n] : Matrix (n × n) (n × n) ℝ :=
  Matrix.of fun p q => if p.1 = p.2 ∧ q.1 = q.2 then 1 else 0
```

The projector $D$ keeps the states $e_k e_k$ and removes the rest.

```lean
/-- The projector on the states `e_k e_k` with both particles in the same orbital. -/
def doubleOcc (n : Type*) [DecidableEq n] : Matrix (n × n) (n × n) ℝ :=
  Matrix.diagonal fun p => if p.1 = p.2 then 1 else 0
```

## What remains after exchange and pair hopping are separated

These operators give

$$V = U'\,1 + J X + J' P + c\,D,\qquad c = U-U'-J-J'.$$

On $e_k e_l$ with $k\neq l$ only the first two terms act, and they give $U' e_k e_l + J e_l e_k$. On $e_k e_k$ the coefficient of $e_k e_k$ is $U'+J+J'+c=U$, and every other $e_i e_i$ has coefficient $J'$. The proof compares matrix entries, splitting into the same cases.

```lean
variable {n : Type*} [Fintype n] [DecidableEq n]

omit [Fintype n] in
/-- The Kanamori interaction is a sum of a constant, exchange, pair hopping and a
double-occupancy term of strength `U - U' - J - J'`. -/
theorem kanamori_decomposition (U U' J J' : ℝ) :
    kanamori n U U' J J' = U' • (1 : Matrix (n × n) (n × n) ℝ) + J • exchange n
      + J' • pairing n + (U - U' - J - J') • doubleOcc n := by
  ext ⟨i, j⟩ ⟨k, l⟩
  simp only [kanamori, exchange, pairing, doubleOcc, Matrix.of_apply, Matrix.add_apply,
    Matrix.smul_apply, Matrix.one_apply, Matrix.diagonal_apply, Prod.mk.injEq, smul_eq_mul]
  by_cases hkl : k = l
  · subst hkl
    by_cases hij : i = j
    · subst hij
      by_cases hik : i = k
      · simp only [hik, and_self, if_true]
        ring
      · simp [hik]
    · have h : ¬(i = k ∧ j = k) := fun h => hij (h.1.trans h.2.symm)
      simp [hij, h]
  · by_cases h1 : i = k ∧ j = l
    · obtain ⟨rfl, rfl⟩ := h1
      simp [hkl]
    · by_cases h2 : i = l ∧ j = k
      · obtain ⟨rfl, rfl⟩ := h2
        simp [hkl, Ne.symm hkl]
      · simp [hkl, h1, h2]
```

Exchange commutes with $O\otimes O$ because both particles undergo the same change:

$$(X(O\otimes O))_{(i,j),(k,l)} = O_{jk}O_{il} = ((O\otimes O)X)_{(i,j),(k,l)}.$$

No orthogonality is used. In Lean each matrix product is a sum with one surviving term, computed in `e1` and `e2`.

```lean
/-- Exchange commutes with any change of orbitals applied to both particles. -/
theorem exchange_commutes (O : Matrix n n ℝ) :
    exchange n * (O ⊗ₖ O) = (O ⊗ₖ O) * exchange n := by
  ext ⟨i, j⟩ ⟨k, l⟩
  have e1 : (exchange n * (O ⊗ₖ O)) (i, j) (k, l) = O j k * O i l := by
    rw [Matrix.mul_apply, Fintype.sum_eq_single (j, i)]
    · simp [exchange]
    · rintro ⟨a, b⟩ h
      have h' : ¬(i = b ∧ j = a) := by
        rintro ⟨rfl, rfl⟩
        exact h rfl
      simp [exchange, h']
  have e2 : ((O ⊗ₖ O) * exchange n) (i, j) (k, l) = O i l * O j k := by
    rw [Matrix.mul_apply, Fintype.sum_eq_single (l, k)]
    · simp [exchange]
    · rintro ⟨a, b⟩ h
      have h' : ¬(a = l ∧ b = k) := by
        rintro ⟨rfl, rfl⟩
        exact h rfl
      simp [exchange, h']
  rw [e1, e2, mul_comm]
```

For $P$, orthogonality matters. With $\delta$ the Kronecker delta,

$$(P(O\otimes O))_{(i,j),(k,l)} = \delta_{ij}\sum_a O_{ak}O_{al} = \delta_{ij}\delta_{kl},$$

$$((O\otimes O)P)_{(i,j),(k,l)} = \delta_{kl}\sum_a O_{ia}O_{ja} = \delta_{ij}\delta_{kl}.$$

The first line needs orthonormal columns and the second orthonormal rows. They are `hcol` and `hrow` in the proof; the columns follow from the rows because $O$ is a finite square matrix.

```lean
/-- Pair hopping commutes with any orthogonal change of orbitals applied to both particles. -/
theorem pairing_commutes {O : Matrix n n ℝ} (hO : O * Oᵀ = 1) :
    pairing n * (O ⊗ₖ O) = (O ⊗ₖ O) * pairing n := by
  -- rows and columns of `O` are orthonormal
  have hrow : ∀ i j, ∑ a, O i a * O j a = if i = j then 1 else 0 := fun i j => by
    simpa [Matrix.mul_apply, Matrix.one_apply] using congrFun (congrFun hO i) j
  have hO' : Oᵀ * O = 1 := mul_eq_one_comm.1 hO
  have hcol : ∀ k l, ∑ a, O a k * O a l = if k = l then 1 else 0 := fun k l => by
    simpa [Matrix.mul_apply, Matrix.one_apply] using congrFun (congrFun hO' k) l
  ext ⟨i, j⟩ ⟨k, l⟩
  rw [Matrix.mul_apply, Matrix.mul_apply, Fintype.sum_prod_type, Fintype.sum_prod_type]
  by_cases hij : i = j <;> by_cases hkl : k = l <;>
    simp [pairing, hij, hkl, hrow, hcol, ite_mul, mul_ite]
```

Only $cD$ is left in the commutator. Since $D$ is diagonal with entries $\delta_{ij}$,

$$[V,O\otimes O]_{(i,j),(k,l)} = c\,(\delta_{ij}-\delta_{kl})\,O_{ik}O_{jl}.$$

The intermediate statement `key` removes the other three terms, and the entries are then read off.

```lean
/-- For orthogonal `O`, the commutator of the Kanamori interaction with `O ⊗ O` is
proportional to `U - U' - J - J'`, with the matrix elements given here. -/
theorem commutator_apply {O : Matrix n n ℝ} (hO : O * Oᵀ = 1) (U U' J J' : ℝ) (i j k l : n) :
    (kanamori n U U' J J' * (O ⊗ₖ O) - (O ⊗ₖ O) * kanamori n U U' J J') (i, j) (k, l)
      = (U - U' - J - J') * ((if i = j then 1 else 0) - (if k = l then 1 else 0))
        * (O i k * O j l) := by
  -- only the double-occupancy term survives
  have key : kanamori n U U' J J' * (O ⊗ₖ O) - (O ⊗ₖ O) * kanamori n U U' J J'
      = (U - U' - J - J') • (doubleOcc n * (O ⊗ₖ O) - (O ⊗ₖ O) * doubleOcc n) := by
    rw [kanamori_decomposition]
    simp only [add_mul, mul_add, smul_mul_assoc, mul_smul_comm, one_mul, mul_one,
      exchange_commutes, pairing_commutes hO]
    module
  rw [key]
  simp only [Matrix.smul_apply, Matrix.sub_apply, doubleOcc, Matrix.diagonal_mul,
    Matrix.mul_diagonal, Matrix.kroneckerMap_apply, smul_eq_mul]
  ring
```

## The criterion for a single change of orbitals

Suppose $V$ commutes with $O\otimes O$ and $c\neq 0$. Taking $j=i$ and $k\neq l$ gives $O_{ik}O_{il}=0$, so no row of $O$ has two nonzero entries.

Conversely, if $c=0$ the commutator vanishes. If instead no row has two nonzero entries, the bracket $\delta_{ij}-\delta_{kl}$ is nonzero in two cases only. For $i=j$, $k\neq l$, the product $O_{ik}O_{il}$ is zero by assumption. For $i\neq j$, $k=l$, suppose $O_{ik}O_{jk}\neq 0$. Then $O_{im}=0$ for all $m\neq k$, and orthogonality of the rows reduces to

$$0=\sum_m O_{im}O_{jm}=O_{ik}O_{jk},$$

a contradiction. This is the step that proves `hz`.

```lean
/-- The Kanamori interaction is invariant under one given orthogonal `O` exactly when
`U = U' + J + J'` or no row of `O` has two nonzero entries. -/
theorem commutes_iff {O : Matrix n n ℝ} (hO : O * Oᵀ = 1) (U U' J J' : ℝ) :
    kanamori n U U' J J' * (O ⊗ₖ O) = (O ⊗ₖ O) * kanamori n U U' J J' ↔
      U = U' + J + J' ∨ ∀ i k l, k ≠ l → O i k * O i l = 0 := by
  constructor
  · intro h
    by_cases hc : U = U' + J + J'
    · exact Or.inl hc
    · refine Or.inr fun i k l hkl => ?_
      have e := commutator_apply hO U U' J J' i i k l
      rw [h, sub_self, Matrix.zero_apply, if_pos (rfl : i = i), if_neg hkl, sub_zero,
        mul_one] at e
      exact (mul_eq_zero.1 e.symm).resolve_left fun h0 => hc (by linarith)
  · intro h
    apply sub_eq_zero.1
    ext ⟨i, j⟩ ⟨k, l⟩
    rw [commutator_apply hO, Matrix.zero_apply]
    rcases h with h | h
    · rw [h]
      ring
    · by_cases hij : i = j <;> by_cases hkl : k = l
      · simp [hij, hkl]
      · subst hij
        rw [h i k l hkl, mul_zero]
      · subst hkl
        -- orthogonality of rows `i` and `j` carries the condition over to columns
        have s : ∑ m, O i m * O j m = 0 := by
          simpa [Matrix.mul_apply, Matrix.one_apply, hij] using congrFun (congrFun hO i) j
        have hz : O i k * O j k = 0 := by
          by_contra hne
          rw [Fintype.sum_eq_single k] at s
          · exact hne s
          · intro m hm
            have h0 := (mul_eq_zero.1 (h i k m hm.symm)).resolve_left
              (left_ne_zero_of_mul hne)
            rw [h0, zero_mul]
        rw [hz, mul_zero]
      · simp [hij, hkl]
```

An orthogonal matrix in which no row has two nonzero entries permutes the orbitals up to signs. The operations of the cubic group act on the $t_{2g}$ orbitals $d_{yz}, d_{zx}, d_{xy}$ in just this way, so for them cubic symmetry alone does not tie $U$ to the other parameters of the Kanamori form.

## A reflection that mixes two orbitals

For distinct orbitals $a$ and $b$, set $v=e_a+2e_b$, so that $v^{T}v=5$, and let $R = 1-\tfrac25 vv^{T}$. Then $R^{T}=R$ and

$$RR^{T} = 1-\tfrac45 vv^{T}+\tfrac{4}{25}\cdot 5\,vv^{T}=1,\qquad R_{aa}=\tfrac35,\quad R_{ab}=-\tfrac45.$$

Row $a$ therefore has two nonzero entries. In the proof `vecMulVec v v` is $vv^{T}$, and `hP` is the identity $(vv^{T})^2=5\,vv^{T}$.

```lean
/-- For any two distinct orbitals there is an orthogonal matrix that mixes them. -/
theorem exists_mixing {a b : n} (hab : a ≠ b) :
    ∃ O : Matrix n n ℝ, O * Oᵀ = 1 ∧ O a a * O a b ≠ 0 := by
  obtain ⟨v, hva, hvb, hvv⟩ : ∃ v : n → ℝ, v a = 1 ∧ v b = 2 ∧ ∑ i, v i * v i = 5 := by
    refine ⟨fun i => if i = a then 1 else if i = b then 2 else 0, by simp,
      by simp [hab.symm], ?_⟩
    have h : ∀ i : n, (if i = a then (1 : ℝ) else if i = b then 2 else 0)
        * (if i = a then (1 : ℝ) else if i = b then 2 else 0)
        = (if i = a then 1 else 0) + (if i = b then 4 else 0) := by
      intro i
      by_cases h1 : i = a
      · simp [h1, hab]
      · by_cases h2 : i = b
        · simp only [h2, hab.symm, if_true, if_false]
          norm_num
        · simp [h1, h2]
    simp only [h, Finset.sum_add_distrib, Finset.sum_ite_eq', Finset.mem_univ, if_true]
    norm_num
  have hP : vecMulVec v v * vecMulVec v v = (5 : ℝ) • vecMulVec v v := by
    ext i j
    simp only [Matrix.mul_apply, Matrix.vecMulVec_apply, Matrix.smul_apply, smul_eq_mul]
    rw [← hvv, Finset.sum_mul]
    exact Finset.sum_congr rfl fun m _ => by ring
  have hPt : (vecMulVec v v)ᵀ = vecMulVec v v := by
    ext i j
    simp only [Matrix.transpose_apply, Matrix.vecMulVec_apply]
    ring
  -- the reflection in the hyperplane perpendicular to `v = e_a + 2 e_b`
  refine ⟨1 - (2 / 5 : ℝ) • vecMulVec v v, ?_, ?_⟩
  · rw [Matrix.transpose_sub, Matrix.transpose_one, Matrix.transpose_smul, hPt]
    simp only [sub_mul, mul_sub, one_mul, mul_one, smul_mul_assoc, mul_smul_comm, hP]
    module
  · simp only [Matrix.sub_apply, Matrix.smul_apply, Matrix.one_apply_eq,
      Matrix.one_apply_ne hab, Matrix.vecMulVec_apply, hva, hvb, smul_eq_mul]
    norm_num
```

## Invariance under all orthogonal changes

If $V$ commutes with $O\otimes O$ for every orthogonal $O$, it does so for $R$, and the single-matrix criterion forces $c=0$. If $c=0$, the same criterion gives invariance for every $O$. The assumption `[Nontrivial n]` says that there are at least two orbitals; with only one, $V$ is the number $U$ and commutes with everything, whatever the other parameters are.

```lean
/-- With at least two orbitals, the Kanamori interaction is invariant under all orthogonal
changes of orbitals exactly when `U = U' + J + J'`. -/
theorem invariant_iff [Nontrivial n] (U U' J J' : ℝ) :
    (∀ O : Matrix n n ℝ, O * Oᵀ = 1 →
      kanamori n U U' J J' * (O ⊗ₖ O) = (O ⊗ₖ O) * kanamori n U U' J J') ↔
      U = U' + J + J' := by
  constructor
  · intro h
    obtain ⟨a, b, hab⟩ := exists_pair_ne n
    obtain ⟨O, hO, hne⟩ := exists_mixing hab
    exact ((commutes_iff hO U U' J J').1 (h O hO)).resolve_right
      fun h0 => hne (h0 a a b hab)
  · intro h O hO
    exact (commutes_iff hO U U' J J').2 (Or.inl h)
```

For real orbitals and a real interaction that depends only on position, the exchange and pair-hopping integrals coincide, which is the physics behind setting $J'=J$. The condition then becomes $U'=U-2J$.

```lean
/-- With at least two orbitals and equal exchange and pair-hopping strengths `J' = J`,
invariance under all orthogonal changes of orbitals means `U' = U - 2 J`. -/
theorem invariant_iff_of_equal_exchange [Nontrivial n] (U U' J : ℝ) :
    (∀ O : Matrix n n ℝ, O * Oᵀ = 1 →
      kanamori n U U' J J * (O ⊗ₖ O) = (O ⊗ₖ O) * kanamori n U U' J J) ↔
      U' = U - 2 * J := by
  rw [invariant_iff]
  constructor <;> intro h <;> linarith

end KanamoriParameters
```

In multi-orbital Hubbard models of Kanamori form, the relation $U=U'+J+J'$ decides whether the interaction depends on the choice of real orbital basis within the shell. The matrix $V$ acts on the orbital part of a two-particle state; passing from it to the many-electron Hamiltonian, with spin and antisymmetry, is a further step that the theorems leave to the reader.

```lean
#print axioms KanamoriParameters.invariant_iff
#print axioms KanamoriParameters.invariant_iff_of_equal_exchange
```

```
'KanamoriParameters.invariant_iff' depends on axioms: [propext, Classical.choice, Quot.sound]
'KanamoriParameters.invariant_iff_of_equal_exchange' depends on axioms: [propext, Classical.choice, Quot.sound]
```
